# The Metamagnetic Threshold $ac/b^2=9/20$ in a Sixth-Order Landau Energy with $b<0<c$

An itinerant magnet with energy

$$E(m)=\tfrac a2m^2+\tfrac b4m^4+\tfrac c6m^6,\qquad b<0,\quad c>0,$$

has a stationary state of magnetization $m$, stable or not, in the field $h(m)=E'(m)$. This field fails to be nondecreasing on $m>0$ exactly when $ac/b^2<9/20$. If also $a>0$, the same inequality decides whether some positive field admits three different positive magnetizations, the multivaluedness behind a metamagnetic jump.

Here $a$ is the inverse differential susceptibility at $m=0$. A negative $b$ means that a small moment softens the magnet, as can happen when the Fermi level lies near a minimum of the density of states. A positive $c$ keeps the energy bounded below.

## Where the field curve turns back

The field and its slope, the stiffness, are

$$h(m)=am+bm^3+cm^5,\qquad h'(m)=a+3bm^2+5cm^4 .$$

**Below the threshold.** If $20ac<9b^2$, the slope is a quadratic in $m^2$ with distinct real roots:

$$h'(m)=5c(m^2-u_-)(m^2-u_+),\qquad u_\pm=\frac{-3b\pm\sqrt{9b^2-20ac}}{10c}.$$

Since $b<0$, $u_+>0$. The slope is negative for $\max(u_-,0)<m^2<u_+$, so the field falls there.

**At or above it.** If $20ac\ge 9b^2$ and $x<y$, expansion gives

$$\begin{aligned}180c\,[h(y)-h(x)]=(y-x)\bigl\{&9(20ac-9b^2)+[9b+10c(x^2+xy+y^2)]^2\\&+20c^2(y-x)^2(4x^2+7xy+4y^2)\bigr\}.\end{aligned}$$

The last form equals $\tfrac72(x+y)^2+\tfrac12(x^2+y^2)>0$, so $h$ strictly increases and no field has two magnetizations.

**Three magnetizations.** Let $a>0$ and $20ac<9b^2$. From $u_-u_+=a/(5c)$ we get $u_->0$; set $p=\sqrt{u_-}$ and $q=\sqrt{u_+}$. Eliminating $b$ with $h'(p)=0$ gives

$$h(p)=\tfrac23p\,(a-cp^4)=\tfrac23cp^3(5q^2-p^2)>0 .$$

Choose $H$ with $\max(0,h(q))<H<h(p)$. Since $h(0)=0$ and $h\to\infty$, continuity gives a solution of $h(m)=H$ in each of $(0,p)$, $(p,q)$ and $(q,\infty)$. The outer two are local minima of $E(m)-Hm$. The middle one, where the slope $h'$ is negative, is a local maximum and so an unstable state.

**The limiting case.** At $20ac=9b^2$ both roots merge at $m_0^2=-3b/(10c)$, and $h'(m)=5c(m^2-m_0^2)^2$. Near $m_0$, integration gives $h(m)-h(m_0)\approx\tfrac{20}{3}cm_0^2(m-m_0)^3$: the differential susceptibility diverges, but the curve has no fold.

## Energy, field and stiffness in Lean

```lean
import Mathlib

open Set

namespace StonerMetamagnetism

noncomputable section
```

All quantities are real numbers, with units absorbed into the coefficients.

```lean
/-- Landau energy of an itinerant magnet with magnetization `m`. -/
def energy (a b c m : ℝ) : ℝ := a * m ^ 2 / 2 + b * m ^ 4 / 4 + c * m ^ 6 / 6

/-- Magnetic field that holds the magnetization at `m`. -/
def magField (a b c m : ℝ) : ℝ := a * m + b * m ^ 3 + c * m ^ 5
```

`magField` is $h$; "holds" in its docstring means that $m$ is stationary in that field, not that it is stable. `stiffness` is the inverse differential susceptibility.

```lean
/-- Slope of the field as a function of magnetization (inverse differential susceptibility). -/
def stiffness (a b c m : ℝ) : ℝ := a + 3 * b * m ^ 2 + 5 * c * m ^ 4
```

The spinodal definitions are $u_-$ and $u_+$, values of $m^2$ and not of $m$.

```lean
/-- Lower spinodal value of `m ^ 2`, for `c > 0` and `20 a c ≤ 9 b ^ 2`. -/
def spinodalLow (a b c : ℝ) : ℝ := (-3 * b - √(9 * b ^ 2 - 20 * a * c)) / (10 * c)

/-- Upper spinodal value of `m ^ 2`, for `c > 0` and `20 a c ≤ 9 b ^ 2`. -/
def spinodalHigh (a b c : ℝ) : ℝ := (-3 * b + √(9 * b ^ 2 - 20 * a * c)) / (10 * c)
```

Two derivative theorems tie the definitions together by differentiating each power.

```lean
/-- The field is the derivative of the energy with respect to magnetization. -/
theorem energy_hasDerivAt (a b c m : ℝ) :
    HasDerivAt (energy a b c) (magField a b c m) m := by
  have h := ((((hasDerivAt_pow 2 m).const_mul a).div_const 2).fun_add
    (((hasDerivAt_pow 4 m).const_mul b).div_const 4)).fun_add
    (((hasDerivAt_pow 6 m).const_mul c).div_const 6)
  exact h.congr_deriv (by unfold magField; push_cast; ring)

/-- The stiffness is the derivative of the field with respect to magnetization. -/
theorem magField_hasDerivAt (a b c m : ℝ) :
    HasDerivAt (magField a b c) (stiffness a b c m) m := by
  have h := (((hasDerivAt_id' m).const_mul a).fun_add
    ((hasDerivAt_pow 3 m).const_mul b)).fun_add ((hasDerivAt_pow 5 m).const_mul c)
  exact h.congr_deriv (by unfold stiffness; push_cast; ring)
```

## The falling branch

The factorization clears denominators and uses the square of the root $\sqrt{9b^2-20ac}$.

```lean
/-- For `c > 0` and `20 a c ≤ 9 b ^ 2` the stiffness factorizes through the two
spinodal values of `m ^ 2`. -/
theorem stiffness_factor {a b c : ℝ} (hc : 0 < c) (h : 20 * a * c ≤ 9 * b ^ 2) (m : ℝ) :
    stiffness a b c m =
      5 * c * (m ^ 2 - spinodalLow a b c) * (m ^ 2 - spinodalHigh a b c) := by
  have hs := Real.sq_sqrt (sub_nonneg.2 h)
  have h1 : 10 * c * spinodalLow a b c = -3 * b - √(9 * b ^ 2 - 20 * a * c) :=
    mul_div_cancel₀ _ (by positivity)
  have h2 : 10 * c * spinodalHigh a b c = -3 * b + √(9 * b ^ 2 - 20 * a * c) :=
    mul_div_cancel₀ _ (by positivity)
  have h20 : 20 * c ≠ 0 := by positivity
  apply mul_left_cancel₀ h20
  unfold stiffness
  linear_combination hs
    + (10 * c * m ^ 2 - (-3 * b + √(9 * b ^ 2 - 20 * a * c))) * h1
    + (10 * c * m ^ 2 - 10 * c * spinodalLow a b c) * h2

/-- For `b < 0`, `c > 0` and `20 a c < 9 b ^ 2` the spinodal values of `m ^ 2` are distinct
and the upper one is positive. -/
theorem spinodal_order {a b c : ℝ} (hb : b < 0) (hc : 0 < c) (h : 20 * a * c < 9 * b ^ 2) :
    spinodalLow a b c < spinodalHigh a b c ∧ 0 < spinodalHigh a b c := by
  have hr := Real.sqrt_pos.2 (sub_pos.2 h)
  exact ⟨div_lt_div_of_pos_right (by linarith) (by positivity),
    div_pos (by linarith) (by positivity)⟩
```

The next theorem reads the negative sign of the slope from the two factors. Lean's square root of a negative number is zero, so the interval starts at $m=0$ when $u_-<0$.

```lean
/-- For `b < 0`, `c > 0` and `20 a c < 9 b ^ 2` there is an interval of magnetizations, ending
at the square roots of the spinodal values (zero for a negative value), on which the field
strictly decreases. -/
theorem magField_strictAntiOn {a b c : ℝ} (hb : b < 0) (hc : 0 < c)
    (h : 20 * a * c < 9 * b ^ 2) :
    √(spinodalLow a b c) < √(spinodalHigh a b c) ∧
      StrictAntiOn (magField a b c) (Icc √(spinodalLow a b c) √(spinodalHigh a b c)) := by
  obtain ⟨hlt, hpos⟩ := spinodal_order hb hc h
  constructor
  · rw [Real.lt_sqrt (Real.sqrt_nonneg _)]
    rcases le_total 0 (spinodalLow a b c) with h0 | h0
    · rwa [Real.sq_sqrt h0]
    · rw [Real.sqrt_eq_zero_of_nonpos h0]
      linarith
  · apply strictAntiOn_of_deriv_neg (convex_Icc _ _)
    · exact fun m _ => (magField_hasDerivAt a b c m).continuousAt.continuousWithinAt
    · intro m hm
      rw [interior_Icc] at hm
      have l1 := Real.lt_sq_of_sqrt_lt hm.1
      have l2 := (Real.lt_sqrt ((Real.sqrt_nonneg _).trans hm.1.le)).1 hm.2
      rw [(magField_hasDerivAt a b c m).deriv, stiffness_factor hc h.le]
      nlinarith [mul_pos hc (mul_pos (sub_pos.2 l1) (sub_pos.2 l2))]
```

## The rising curve and the criterion

`key` is the sum-of-squares identity above, and `hq` is the positivity of its last form. The conclusion holds on the whole real line, for either sign of $b$.

```lean
/-- For `c > 0` and `9 b ^ 2 ≤ 20 a c` the field strictly increases with magnetization. -/
theorem magField_strictMono {a b c : ℝ} (hc : 0 < c) (h : 9 * b ^ 2 ≤ 20 * a * c) :
    StrictMono (magField a b c) := by
  intro x y hxy
  have hd := sub_pos.2 hxy
  have hq : 0 < 4 * x ^ 2 + 7 * x * y + 4 * y ^ 2 := by
    nlinarith [sq_nonneg (x + y), mul_pos hd hd]
  have ht : 0 < 20 * c ^ 2 * (y - x) ^ 2 * (4 * x ^ 2 + 7 * x * y + 4 * y ^ 2) :=
    mul_pos (mul_pos (by positivity) (pow_pos hd 2)) hq
  -- the field difference is a positive multiple of a sum of squares
  have key : 180 * c * (magField a b c y - magField a b c x) =
      (y - x) * (9 * (20 * a * c - 9 * b ^ 2)
        + (9 * b + 10 * c * (x ^ 2 + x * y + y ^ 2)) ^ 2
        + 20 * c ^ 2 * (y - x) ^ 2 * (4 * x ^ 2 + 7 * x * y + 4 * y ^ 2)) := by
    unfold magField
    ring
  have hp : 0 < 180 * c * (magField a b c y - magField a b c x) := by
    rw [key]
    apply mul_pos hd
    linarith [sq_nonneg (9 * b + 10 * c * (x ^ 2 + x * y + y ^ 2))]
  have h180 : 0 < 180 * c := by positivity
  exact sub_pos.1 ((mul_pos_iff_of_pos_left h180).1 hp)
```

`MonotoneOn` means nondecreasing, and `Ioi 0` is the set $m>0$. One direction uses the rising curve; the other compares two points on the falling branch. The sign of $a$ is free, although for $a<0$ the zero-field state is already ferromagnetic.

```lean
/-- Metamagnetic criterion: for `b < 0` and `c > 0` the field fails to be monotone on positive
magnetizations exactly when `a c / b ^ 2 < 9 / 20`. -/
theorem metamagnetic_iff {a b c : ℝ} (hb : b < 0) (hc : 0 < c) :
    ¬ MonotoneOn (magField a b c) (Ioi 0) ↔ a * c / b ^ 2 < 9 / 20 := by
  rw [div_lt_iff₀ (sq_pos_of_ne_zero hb.ne)]
  constructor
  · intro h
    by_contra hn
    exact h ((magField_strictMono hc (by linarith)).monotone.monotoneOn _)
  · intro h hmono
    obtain ⟨hlt, hanti⟩ := magField_strictAntiOn (a := a) hb hc (by linarith)
    have hp := Real.sqrt_nonneg (spinodalLow a b c)
    -- compare the middle of the falling branch with its upper end
    obtain ⟨m, h1, h2⟩ := exists_between hlt
    have hdown := hanti ⟨h1.le, h2.le⟩ (right_mem_Icc.2 hlt.le) h2
    have hup := hmono (mem_Ioi.2 (hp.trans_lt h1))
      (mem_Ioi.2 (hp.trans_lt hlt)) h2.le
    linarith
```

## Three magnetizations at one field

In the statement, `H` is a field value. The proof obtains $u_->0$ from the factorization at $m=0$ (`hprod`, `hlo`) and $h(p)>0$ in `hfp`. Instead of a limit, it picks some `M` above an explicit bound that ensures $h(M)>H$, then applies the intermediate value theorem on the three branches.

```lean
/-- For `a, c > 0` and `b < 0`, some positive field admits three different positive
magnetizations exactly when `a c / b ^ 2 < 9 / 20`. -/
theorem three_magnetizations_iff {a b c : ℝ} (ha : 0 < a) (hb : b < 0) (hc : 0 < c) :
    (∃ H > 0, ∃ m₁ m₂ m₃ : ℝ, 0 < m₁ ∧ m₁ < m₂ ∧ m₂ < m₃ ∧
      magField a b c m₁ = H ∧ magField a b c m₂ = H ∧ magField a b c m₃ = H) ↔
    a * c / b ^ 2 < 9 / 20 := by
  rw [div_lt_iff₀ (sq_pos_of_ne_zero hb.ne)]
  constructor
  · rintro ⟨H, -, m₁, m₂, m₃, -, h12, -, e1, e2, -⟩
    by_contra hn
    have := magField_strictMono (a := a) (b := b) hc (by linarith) h12
    linarith
  · intro h
    have hD : 20 * a * c < 9 * b ^ 2 := by linarith
    obtain ⟨hlh, hhi⟩ := spinodal_order hb hc hD
    obtain ⟨hlt, hanti⟩ := magField_strictAntiOn hb hc hD
    have hprod : a = 5 * c * spinodalHigh a b c * spinodalLow a b c := by
      have h0 := stiffness_factor hc hD.le 0
      unfold stiffness at h0
      linear_combination h0
    have hlo : 0 < spinodalLow a b c := by
      have h5 : 0 < 5 * c * spinodalHigh a b c := by positivity
      exact (mul_pos_iff_of_pos_left h5).1 (hprod ▸ ha)
    have hsq := Real.sq_sqrt hlo.le
    have hp := Real.sqrt_pos.2 hlo
    have hz := stiffness_factor hc hD.le √(spinodalLow a b c)
    have hdrop := hanti (left_mem_Icc.2 hlt.le) (right_mem_Icc.2 hlt.le) hlt
    have hcont : Continuous (magField a b c) := by
      unfold magField
      fun_prop
    -- the field at the lower spinodal is positive
    have hfp : 0 < magField a b c √(spinodalLow a b c) := by
      generalize √(spinodalLow a b c) = p at hsq hp hz ⊢
      rw [← hsq] at hz hprod hlh
      unfold stiffness at hz
      have hgap := mul_pos (mul_pos hc (pow_pos hp 2)) (sub_pos.2 hlh)
      have hbr : 0 < a + b * p ^ 2 + c * p ^ 4 := by
        nlinarith [mul_pos hc (pow_pos hp 4)]
      have := mul_pos hp hbr
      unfold magField
      linarith
    obtain ⟨H, h1, h2⟩ := exists_between (max_lt hfp hdrop)
    obtain ⟨hH, hqH⟩ := max_lt_iff.1 h1
    generalize √(spinodalLow a b c) = p at *
    generalize √(spinodalHigh a b c) = q at *
    -- a magnetization beyond the upper spinodal whose field exceeds H
    obtain ⟨M, hM⟩ := exists_gt (max (max q 1) (max (-b / c) (H / a)))
    obtain ⟨hM1, hM2⟩ := max_lt_iff.1 hM
    obtain ⟨hqM, h1M⟩ := max_lt_iff.1 hM1
    obtain ⟨hbM, hHM⟩ := max_lt_iff.1 hM2
    rw [div_lt_iff₀ hc] at hbM
    rw [div_lt_iff₀ ha] at hHM
    have hM0 : 0 < M := by linarith
    have hbc : 0 < b + c * M ^ 2 := by
      nlinarith [mul_pos (mul_pos hc hM0) (sub_pos.2 h1M)]
    have hfM : H < magField a b c M := by
      have := mul_pos (pow_pos hM0 3) hbc
      unfold magField
      linarith
    have hf0 : magField a b c 0 < H := by
      simpa [magField] using hH
    -- one solution on each of the three branches
    obtain ⟨m₁, hm1, e1⟩ := intermediate_value_Ioo hp.le hcont.continuousOn ⟨hf0, h2⟩
    obtain ⟨m₂, hm2, e2⟩ := intermediate_value_Ioo' hlt.le hcont.continuousOn ⟨hqH, h2⟩
    obtain ⟨m₃, hm3, e3⟩ := intermediate_value_Ioo hqM.le hcont.continuousOn ⟨hqH, hfM⟩
    exact ⟨H, hH, m₁, m₂, m₃, hm1.1, hm1.2.trans hm2.1, hm2.2.trans hm3.1, e1, e2, e3⟩
```

The last theorem records the merged spinodal: zero stiffness, yet a strictly increasing field.

```lean
/-- Critical end point: for `b < 0`, `c > 0` and `20 a c = 9 b ^ 2` the stiffness vanishes at
`m = √(-3 b / (10 c))`, while the field still strictly increases with magnetization. -/
theorem critical_end_point {a b c : ℝ} (hb : b < 0) (hc : 0 < c)
    (h : 20 * a * c = 9 * b ^ 2) :
    stiffness a b c √(-3 * b / (10 * c)) = 0 ∧ StrictMono (magField a b c) := by
  refine ⟨?_, magField_strictMono hc h.ge⟩
  have h10 : 0 < 10 * c := by positivity
  have hx := Real.sq_sqrt (div_nonneg (by linarith : 0 ≤ -3 * b) h10.le)
  rw [eq_div_iff h10.ne'] at hx
  have h20 : 20 * c ≠ 0 := by positivity
  apply mul_left_cancel₀ h20
  unfold stiffness
  linear_combination (10 * c * √(-3 * b / (10 * c)) ^ 2 + 3 * b) * hx + h

end

end StonerMetamagnetism
```

```lean
#print axioms StonerMetamagnetism.energy_hasDerivAt
-- 'StonerMetamagnetism.energy_hasDerivAt' depends on axioms: [propext, Classical.choice, Quot.sound]
#print axioms StonerMetamagnetism.metamagnetic_iff
-- 'StonerMetamagnetism.metamagnetic_iff' depends on axioms: [propext, Classical.choice, Quot.sound]
#print axioms StonerMetamagnetism.three_magnetizations_iff
-- 'StonerMetamagnetism.three_magnetizations_iff' depends on axioms: [propext, Classical.choice, Quot.sound]
#print axioms StonerMetamagnetism.critical_end_point
-- 'StonerMetamagnetism.critical_end_point' depends on axioms: [propext, Classical.choice, Quot.sound]
```

## From the polynomial to a magnet

The Wohlfarth–Rhodes picture concerns a paramagnet that jumps under field. For that, $m=0$ must also be the unique absolute minimum of the zero-field energy, which for $a>0$ and $b<0<c$ means $ac/b^2>3/16$; this condition is not formalized here.

In electronic-structure work, the criterion can be applied to coefficients fitted to fixed-spin-moment energies, provided that a single uniform magnetization and a sixth-order polynomial describe the relevant range. The theorems start from the polynomial and do not derive it from the electron bands.
